# Deleting orbitals from a finite Hermitian lead with spectrum above E never deepens the level shift at E

If the sign of the truncation error is unknown, a level shift computed with part of a lead basis does not tell us on which side of it the full shift lies. For a finite Hermitian lead whose eigenvalues all lie above the real energy \(E\), the file below fixes that sign: deleting lead orbitals weakens the downward shift at \(E\) or leaves it unchanged.

```lean
import Mathlib

open Matrix
open scoped ComplexOrder

namespace TruncatedLead

noncomputable section

variable {n d : Type*} [Fintype n] [DecidableEq n]
variable (E : ℝ) (L : Matrix n n ℂ) (T : Matrix d n ℂ) (S : Finset n)

/-- Every real eigenvalue of the lead matrix `L` lies above the energy `E`. -/
def SpectrumAbove : Prop :=
  ∀ (μ : ℝ) (v : n → ℂ), v ≠ 0 → L *ᵥ v = (μ : ℂ) • v → E < μ

/-- The matrix `E - L`. -/
def gap : Matrix n n ℂ := (E : ℂ) • (1 : Matrix n n ℂ) - L

/-- The lead response `(E - L)⁻¹ T*`, for `E` not an eigenvalue of `L`. -/
def leadResponse : Matrix n d ℂ := (gap E L)⁻¹ * Tᴴ

/-- The lead self-energy `T (E - L)⁻¹ T*`, for `E` not an eigenvalue of `L`. -/
def selfEnergy : Matrix d d ℂ := T * (gap E L)⁻¹ * Tᴴ

/-- The lead matrix with all orbitals outside `S` deleted. -/
def truncLead : Matrix S S ℂ := L.submatrix Subtype.val Subtype.val

/-- The coupling matrix with all lead orbitals outside `S` deleted. -/
def truncCoupling : Matrix d S ℂ := T.submatrix id Subtype.val

/-- The self-energy from the lead orbitals in `S` only, for `E` not an eigenvalue of the
truncated lead. -/
def truncSelfEnergy : Matrix d d ℂ := selfEnergy E (truncLead L S) (truncCoupling T S)

/-- The inclusion of the kept orbitals into the full lead. -/
def keep : Matrix n S ℂ := (1 : Matrix n n ℂ).submatrix id Subtype.val

/-- The full lead response minus that of the truncated lead, for `E` an eigenvalue of neither. -/
def missingResponse : Matrix n d ℂ :=
  leadResponse E L T - keep S * leadResponse E (truncLead L S) (truncCoupling T S)

/-- The real part of `x* A x` for a self-energy `A` and a device vector `x`, normalised or not. -/
def levelShift [Fintype d] (A : Matrix d d ℂ) (x : d → ℂ) : ℝ := (star x ⬝ᵥ A *ᵥ x).re

/-- Restricting the coupling to the kept orbitals is multiplication by their inclusion. -/
theorem mul_keep : T * keep S = truncCoupling T S := by
  ext i j
  simp [keep, truncCoupling, Matrix.mul_apply, Matrix.one_apply]

/-- The matrix `E - L` of the truncated lead is the compression of that of the full lead. -/
theorem gap_trunc : gap E (truncLead L S) = (keep S)ᴴ * gap E L * keep S := by
  have h1 : truncLead (1 : Matrix n n ℂ) S = 1 :=
    Matrix.submatrix_one _ Subtype.val_injective
  rw [mul_keep, keep, conjTranspose_submatrix, conjTranspose_one, gap, ← h1]
  ext i j
  change _ = ((1 : Matrix n n ℂ) * gap E L) i.1 j.1
  rw [Matrix.one_mul]
  rfl

variable {E L}

/-- If a Hermitian lead has all its eigenvalues above `E`, then `L - E` is positive definite. -/
theorem posDef_of_above (hL : L.IsHermitian) (hE : SpectrumAbove E L) :
    (-gap E L).PosDef := by
  have hA : (L - (E : ℂ) • (1 : Matrix n n ℂ)).IsHermitian :=
    hL.sub (by simp [Matrix.IsHermitian, conjTranspose_smul])
  rw [gap, neg_sub, hA.posDef_iff_eigenvalues_pos]
  intro i
  have h := hA.mulVec_eigenvectorBasis i
  have hv : (hA.eigenvectorBasis i).ofLp ≠ 0 := by
    intro h0
    apply hA.eigenvectorBasis.orthonormal.ne_zero i
    ext j
    exact congrFun h0 j
  -- an eigenvector of `L - E` is one of `L`, with eigenvalue raised by `E`
  have key := hE (hA.eigenvalues i + E) _ hv (by
    rw [Matrix.sub_mulVec, Matrix.smul_mulVec, Matrix.one_mulVec] at h
    ext j
    have hj := congrFun h j
    simp only [Pi.sub_apply, Pi.smul_apply, smul_eq_mul, Complex.real_smul] at hj ⊢
    push_cast
    linear_combination hj)
  linarith

/-- If `L - E` is positive definite, it stays so after deleting lead orbitals. -/
theorem posDef_trunc (hA : (-gap E L).PosDef) : (-gap E (truncLead L S)).PosDef := by
  have h1 : truncLead (1 : Matrix n n ℂ) S = 1 :=
    Matrix.submatrix_one _ Subtype.val_injective
  have hinj : Function.Injective (keep S).mulVec := by
    intro x y h
    have h2 : truncLead (1 : Matrix n n ℂ) S *ᵥ x = truncLead (1 : Matrix n n ℂ) S *ᵥ y :=
      funext fun j => congrFun h j.1
    rwa [h1, Matrix.one_mulVec, Matrix.one_mulVec] at h2
  have h := hA.conjTranspose_mul_mul_same hinj
  rwa [Matrix.mul_neg, Matrix.neg_mul, ← gap_trunc] at h

/-- If `L - E` is positive definite, the lead response solves `(E - L) X = T*`. -/
theorem gap_mul_response (hA : (-gap E L).PosDef) : gap E L * leadResponse E L T = Tᴴ := by
  have h := hA.isUnit.neg
  rw [neg_neg] at h
  exact Matrix.mul_nonsing_inv_cancel_left _ _ ((Matrix.isUnit_iff_isUnit_det _).1 h)

/-- If `L - E` is positive definite, `E - L` applied to the missing response has no component
on the kept orbitals. -/
theorem residual (hA : (-gap E L).PosDef) :
    (keep S)ᴴ * (gap E L * missingResponse E L T S) = 0 := by
  rw [missingResponse, Matrix.mul_sub, gap_mul_response T hA, Matrix.mul_sub, sub_eq_zero,
    ← conjTranspose_mul, mul_keep,
    ← gap_mul_response (truncCoupling T S) (posDef_trunc S hA), gap_trunc]
  simp only [Matrix.mul_assoc]

/-- If `L - E` is positive definite, the truncation error of the self-energy is `R* (L - E) R`,
where `R` is the missing response. -/
theorem truncation_error (hA : (-gap E L).PosDef) :
    truncSelfEnergy E L T S - selfEnergy E L T
      = (missingResponse E L T S)ᴴ * (-gap E L) * missingResponse E L T S := by
  have hM : (gap E L)ᴴ = gap E L := by
    have h := hA.isHermitian.eq
    rwa [conjTranspose_neg, neg_inj] at h
  have hXM : (leadResponse E L T)ᴴ * gap E L = T := by
    have h := congrArg conjTranspose (gap_mul_response T hA)
    rwa [conjTranspose_mul, hM, conjTranspose_conjTranspose] at h
  have hR : (missingResponse E L T S)ᴴ = (leadResponse E L T)ᴴ
      - (leadResponse E (truncLead L S) (truncCoupling T S))ᴴ * (keep S)ᴴ := by
    rw [missingResponse, conjTranspose_sub, conjTranspose_mul]
  have hT : T * missingResponse E L T S = selfEnergy E L T - truncSelfEnergy E L T S := by
    rw [missingResponse, Matrix.mul_sub, ← Matrix.mul_assoc T (keep S), mul_keep]
    simp only [leadResponse, truncSelfEnergy, selfEnergy, Matrix.mul_assoc]
  rw [Matrix.mul_neg, Matrix.neg_mul, hR, Matrix.sub_mul, hXM, Matrix.sub_mul, hT,
    Matrix.mul_assoc, Matrix.mul_assoc, residual T S hA, Matrix.mul_zero, sub_zero, neg_sub]

/-- If a Hermitian lead has all its eigenvalues above `E`, deleting any lead orbitals changes
the self-energy at `E` by a positive semidefinite matrix. -/
theorem truncation_posSemidef [Fintype d] (hL : L.IsHermitian) (hE : SpectrumAbove E L) :
    (truncSelfEnergy E L T S - selfEnergy E L T).PosSemidef := by
  have hA := posDef_of_above hL hE
  rw [truncation_error T S hA]
  exact hA.posSemidef.conjTranspose_mul_mul_same _

/-- If a Hermitian lead has all its eigenvalues above `E`, the level shift from a truncated lead
lies between the full level shift and zero, in every device state. -/
theorem levelShift_bounds [Fintype d] (hL : L.IsHermitian) (hE : SpectrumAbove E L)
    (x : d → ℂ) :
    levelShift (selfEnergy E L T) x ≤ levelShift (truncSelfEnergy E L T S) x ∧
      levelShift (truncSelfEnergy E L T S) x ≤ 0 := by
  constructor
  · have h := (Complex.le_def.1
      ((truncation_posSemidef T S hL hE).dotProduct_mulVec_nonneg x)).1
    rw [Matrix.sub_mulVec, dotProduct_sub, Complex.sub_re, Complex.zero_re] at h
    unfold levelShift
    linarith
  · -- compare the truncated lead with no lead at all
    have hK := posDef_trunc S (posDef_of_above hL hE)
    have h0 : truncSelfEnergy E (truncLead L S) (truncCoupling T S) ∅ = 0 := by
      ext i j
      simp [truncSelfEnergy, selfEnergy, Matrix.mul_apply]
    have h := truncation_error (truncCoupling T S) ∅ hK
    rw [h0, zero_sub] at h
    have hp := hK.posSemidef.conjTranspose_mul_mul_same
      (missingResponse E (truncLead L S) (truncCoupling T S) ∅)
    rw [← h] at hp
    have hx := (Complex.le_def.1 (hp.dotProduct_mulVec_nonneg x)).1
    rw [Matrix.neg_mulVec, dotProduct_neg, Complex.neg_re, Complex.zero_re] at hx
    rw [levelShift, truncSelfEnergy]
    linarith

/-- If a Hermitian lead has all its eigenvalues above `E`, truncation leaves the self-energy
unchanged exactly when the full lead response vanishes on every deleted orbital. -/
theorem truncation_exact_iff (hL : L.IsHermitian) (hE : SpectrumAbove E L) :
    truncSelfEnergy E L T S = selfEnergy E L T ↔
      ∀ i, i ∉ S → ∀ a, leadResponse E L T i a = 0 := by
  have hA := posDef_of_above hL hE
  have hout : ∀ (Z : Matrix S d ℂ) (i : n), i ∉ S → ∀ a, (keep S * Z) i a = 0 := by
    intro Z i hi a
    rw [Matrix.mul_apply]
    refine Finset.sum_eq_zero fun j _ => ?_
    have hij : i ≠ j.1 := fun e => hi (e ▸ j.2)
    simp [keep, hij]
  constructor
  · intro heq i hi a
    have herr := truncation_error T S hA
    rw [heq, sub_self, Matrix.mul_assoc] at herr
    -- positive definiteness forces each column of the missing response to vanish
    have hcol : (fun k => missingResponse E L T S k a) = 0 := by
      by_contra hne
      exact (hA.dotProduct_mulVec_pos hne).ne' (congrFun (congrFun herr a) a).symm
    have h2 := congrFun hcol i
    simpa [missingResponse, hout _ i hi a] using h2
  · intro hzero
    obtain ⟨Z, hZ⟩ : ∃ Z : Matrix S d ℂ, ∀ j a, Z j a = leadResponse E L T j.1 a :=
      ⟨fun j a => leadResponse E L T j.1 a, fun _ _ => rfl⟩
    have hX : keep S * Z = leadResponse E L T := by
      ext i a
      by_cases hi : i ∈ S
      · rw [Matrix.mul_apply, Finset.sum_eq_single (⟨i, hi⟩ : S)]
        · change (1 : Matrix n n ℂ) i i * Z ⟨i, hi⟩ a = _
          rw [Matrix.one_apply_eq, one_mul]
          exact hZ ⟨i, hi⟩ a
        · intro j _ hj
          have hij : i ≠ j.1 := fun e => hj (Subtype.ext e.symm)
          simp [keep, hij]
        · intro h
          exact absurd (Finset.mem_univ _) h
      · rw [hout Z i hi a, hzero i hi a]
    -- the missing response lives on the kept orbitals, where the residual vanishes
    have hR : (missingResponse E L T S)ᴴ
        = (Z - leadResponse E (truncLead L S) (truncCoupling T S))ᴴ * (keep S)ᴴ := by
      rw [← conjTranspose_mul, Matrix.mul_sub, hX, missingResponse]
    rw [← sub_eq_zero, truncation_error T S hA, Matrix.mul_neg, Matrix.neg_mul,
      Matrix.mul_assoc, hR, Matrix.mul_assoc, residual T S hA, Matrix.mul_zero, neg_zero]

end

end TruncatedLead
```

```lean
#print axioms TruncatedLead.levelShift_bounds
#print axioms TruncatedLead.truncation_exact_iff
```

```
'TruncatedLead.levelShift_bounds' depends on axioms: [propext, Classical.choice, Quot.sound]
'TruncatedLead.truncation_exact_iff' depends on axioms: [propext, Classical.choice, Quot.sound]
```

## The lead, its self-energy and the deleted orbitals

Take a single-particle Hamiltonian with a device block \(H_D\), a lead block \(L\) and a coupling \(T\) that maps lead amplitudes to device amplitudes. With device amplitudes \(\psi\) and lead amplitudes \(\varphi\), the Schrödinger equation at energy \(E\) reads

\[
(E-H_D)\psi = T\varphi, \qquad (E-L)\varphi = T^*\psi .
\]

When \(E\) is not an eigenvalue of \(L\), solving the second equation for \(\varphi\) and inserting it in the first gives \((E-H_D-\Sigma)\psi=0\), with the self-energy

\[
\Sigma = T(E-L)^{-1}T^* .
\]

In the file, `n` labels the lead orbitals and `d` the device orbitals. The matrix \(E-L\) is `gap E L`, and \(\Sigma\) is `selfEnergy E L T`. The matrix \(X=(E-L)^{-1}T^*\), called `leadResponse`, holds in column \(a\) the lead amplitudes driven by a unit amplitude on device orbital \(a\). The device Hamiltonian \(H_D\) does not enter the theorems.

The kept orbitals form a set `S`. Truncation keeps the entries of \(L\) and \(T\) that belong to `S` and discards the rest, without readjusting any of them. This gives \(L_S\) (`truncLead`), \(T_S\) (`truncCoupling`) and the self-energy \(\Sigma_S\) (`truncSelfEnergy`). The set may be empty, in which case \(\Sigma_S=0\).

The hypothesis `SpectrumAbove E L` says that whenever \(Lv=\mu v\) with \(v\neq 0\) and \(\mu\) real, \(E<\mu\). Since \(L\) is also assumed Hermitian, this covers every eigenvalue. Physically, \(E\) lies below all lead levels, so the lead can respond to the device but offers no state at that energy into which an electron could escape. Both self-energies are Hermitian and carry no level broadening; for a finite Hermitian lead this holds at every real energy that is an eigenvalue of neither \(L\) nor \(L_S\).

It is not enough to ask that \(E\) differ from every eigenvalue of \(L\). A lead with one orbital at energy \(\ell<E\) and coupling \(1\) has \(\Sigma=1/(E-\ell)>0\); deleting the orbital changes the self-energy by \(-1/(E-\ell)\), which is negative.

## What is proved about the shift

`truncation_posSemidef` states that \(\Sigma_S-\Sigma\) is positive semidefinite for every choice of `S`.

`levelShift_bounds` expresses this in terms of device states. For a device vector \(x\), `levelShift` is the real part of \(x^*\Sigma x\), which is the expectation value of the self-energy when \(x\) is normalised. The theorem holds for any \(x\), normalised or not:

\[
x^*\Sigma x \;\le\; x^*\Sigma_S x \;\le\; 0 .
\]

Both shifts are downward or zero, and the truncated one is never the larger in magnitude.

`truncation_exact_iff` settles when nothing is lost: \(\Sigma_S=\Sigma\) exactly when \(X_{ia}=0\) for every deleted orbital \(i\) and every device orbital \(a\). The condition concerns the response and not the direct coupling, since an orbital with no coupling to the device can still respond through hopping inside the lead.

For a finite, non-interacting lead in an orthonormal basis, a truncated-basis calculation at fixed \(E\) below the lead spectrum therefore gives an upper bound on the signed level shift. The theorems do not treat energies inside a lead band, infinite leads or overlapping orbitals. They also compare self-energies at one fixed energy, not the bound-state energies that solve the full energy-dependent device equation.

## The error as a quadratic form

Write \(G=E-L\), and let \(V\) be the inclusion of the kept orbitals into the full lead, so that \(V\) pads a vector on `S` with zeros. Then

\[
T_S=TV, \qquad G_S=E-L_S=V^*GV .
\]

The eigenvalues of \(-G=L-E\) are those of \(L\) lowered by \(E\), so all are positive and \(-G\) is positive definite. For a nonzero vector \(y\) on the kept orbitals, \(Vy\neq 0\), and

\[
y^*(-G_S)y=(Vy)^*(-G)(Vy)>0 .
\]

Hence \(-G_S\) is positive definite too, and both \(G\) and \(G_S\) are invertible.

Let \(X_S=G_S^{-1}T_S^*\) be the truncated response, and define the missing response

\[
R=X-VX_S .
\]

Since \(GX=T^*\) and \(G_SX_S=T_S^*\),

\[
V^*GR=V^*T^*-V^*GVX_S=T_S^*-G_SX_S=0 .
\]

So \(GR\) has no component on the kept orbitals. Also,

\[
TR=TX-TVX_S=\Sigma-\Sigma_S .
\]

Because \(G\) is Hermitian, taking the adjoint of \(GX=T^*\) gives \(X^*G=T\). Therefore

\[
R^*GR=X^*GR-X_S^*V^*GR=TR-0=\Sigma-\Sigma_S ,
\]

and a change of sign gives

\[
\Sigma_S-\Sigma=R^*(L-E)R .
\]

For any \(x\), multiplying the right side by \(x^*\) from the left and \(x\) from the right gives \((Rx)^*(L-E)(Rx)\ge 0\). This proves positivity and the lower bound on the truncated shift.

For the upper bound, apply the same identity to the truncated lead and delete all of its orbitals. The self-energy left over is zero and the missing response is \(X_S\), so

\[
-\Sigma_S=X_S^*(L_S-E)X_S ,
\]

which is positive semidefinite.

For the equality case, suppose first that \(\Sigma_S=\Sigma\). Each column \(r_a\) of \(R\) then satisfies \(r_a^*(L-E)r_a=0\), and positive definiteness gives \(r_a=0\). Thus \(X=VX_S\), which vanishes on the deleted orbitals. Conversely, if \(X\) vanishes there, then \(X=VZ\), where \(Z\) is its restriction to the kept orbitals. Now \(R=V(Z-X_S)\), and

\[
R^*GR=(Z-X_S)^*V^*GR=0 ,
\]

so the two self-energies agree.

## The same steps in Lean

The matrix \(V\) is `keep S`, made from the columns of the identity that belong to `S`. The lemmas `mul_keep` and `gap_trunc` prove \(TV=T_S\) and \(G_S=V^*GV\).

`posDef_of_above` turns the spectral hypothesis into positive definiteness. It takes an eigenvector of \(L-E\) from Mathlib's eigenvector basis, shows that it is an eigenvector of \(L\) with the eigenvalue raised by \(E\), and applies `hE`. `posDef_trunc` passes positivity to the truncated lead; its `hinj` is the statement that \(V\) sends different vectors to different vectors.

`gap_mul_response` is the equation \(GX=T^*\), with invertibility supplied by positive definiteness. `residual` uses it for the full and the truncated lead to obtain \(V^*GR=0\), where \(R\) is `missingResponse`.

`truncation_error` assembles the identity. Inside it, `hM` says that \(G\) is Hermitian, `hXM` is \(X^*G=T\), `hR` expands \(R^*\), and `hT` is \(TR=\Sigma-\Sigma_S\). The first of these serves to prove the second; the final rewrite substitutes the other three and removes the remaining term with `residual`.

`truncation_posSemidef` combines this identity with `posDef_of_above` and the rule that \(R^*AR\) is positive semidefinite when \(A\) is. The first half of `levelShift_bounds` evaluates that result in the state \(x\). The second half uses `truncation_error` with the truncated lead as the starting lead and `∅` as the kept set; `h0` records that an empty lead gives zero self-energy.

In `truncation_exact_iff`, `hout` says that anything of the form \(VZ\) vanishes on deleted orbitals. The forward direction reads the diagonal entries of \(R^*(L-E)R=0\) and obtains `hcol`, the vanishing of each column of \(R\). The reverse direction builds \(Z\) by restricting \(X\), proves \(VZ=X\) in `hX`, and finishes with `residual`.
